# A displacement that costs no energy in a nonnegative harmonic energy feels no restoring force

Take a quadratic energy x·Sx in finitely many real coordinates, with S a real symmetric matrix and the energy never negative. The lemma `null_vector` says that if v·Sv = 0 then Sv = 0, so a displacement of zero energy is a zero mode of S. The vector v need not be normalised; when it is nonzero, the hypothesis says that its normalised expectation value v·Sv / v·v is zero. The proof sets g = Sv and moves from v to v − tg, with t = g·g / (g·Sg + 1). Nonnegativity of the energy there forces t = 0, hence g·g = 0 and g = 0.

As first written in Lean, the proof fails:

```lean
import Mathlib

open Matrix

namespace ThoulessMinimum

variable {n : Type*} [Fintype n]

/-- A real symmetric matrix can be moved from one side of the dot product to the other. -/
theorem symm_move {S : Matrix n n ℝ} (hS : S.IsSymm) (x y : n → ℝ) :
    x ⬝ᵥ S *ᵥ y = (S *ᵥ x) ⬝ᵥ y := by
  rw [Matrix.dotProduct_mulVec, ← Matrix.mulVec_transpose, hS.eq]

/-- Expansion of a symmetric quadratic form at the displaced vector `q - c r`. -/
theorem form_displaced {S : Matrix n n ℝ} (hS : S.IsSymm) (q r : n → ℝ) (c : ℝ) :
    (q - c • r) ⬝ᵥ S *ᵥ (q - c • r) =
      q ⬝ᵥ S *ᵥ q - 2 * c * ((S *ᵥ r) ⬝ᵥ q) + c ^ 2 * (r ⬝ᵥ S *ᵥ r) := by
  have h1 : q ⬝ᵥ S *ᵥ r = (S *ᵥ r) ⬝ᵥ q := dotProduct_comm _ _
  have h2 := symm_move hS r q
  simp only [Matrix.mulVec_sub, Matrix.mulVec_smul, dotProduct_sub, sub_dotProduct,
    smul_dotProduct, dotProduct_smul, smul_eq_mul]
  linear_combination (-c) * h1 - c * h2

/-- A vector on which a nonnegative symmetric form vanishes is annihilated by its matrix. -/
theorem null_vector {S : Matrix n n ℝ} (hS : S.IsSymm) (h0 : ∀ x, 0 ≤ x ⬝ᵥ S *ᵥ x)
    {v : n → ℝ} (hv : v ⬝ᵥ S *ᵥ v = 0) : S *ᵥ v = 0 := by
  have hc := h0 (S *ᵥ v)
  -- displace v against its own gradient, by a suitable step t
  obtain ⟨t, ht⟩ : ∃ t : ℝ, (S *ᵥ v) ⬝ᵥ (S *ᵥ v) =
      t * ((S *ᵥ v) ⬝ᵥ S *ᵥ (S *ᵥ v) + 1) :=
    ⟨_, (div_mul_cancel₀ _ (by linarith)).symm⟩
  have h := h0 (v - t • (S *ᵥ v))
  rw [form_displaced hS, hv, ← symm_move hS (S *ᵥ v) v, ht] at h
  have h2 : t ^ 2 ≤ 0 := by nlinarith [mul_nonneg (sq_nonneg t) hc]
  have h3 : t = 0 := by nlinarith [sq_nonneg t, pow_eq_zero_iff (two_ne_zero) |>.mp
    (le_antisymm h2 (sq_nonneg t))]
  rw [h3, zero_mul] at ht
  exact dotProduct_self_eq_zero.mp ht

end ThoulessMinimum
```

Messages:

```
Main.lean:35:83: error: unexpected token '('; expected ']'
Main.lean:35:48: error: typeclass instance problem is stuck
  IsReduced ?m.223

Note: Lean will not try to resolve this typeclass instance problem because the first, second, and third type arguments to `IsReduced` contain metavariables. These arguments must be fully determined before Lean will try to resolve the typeclass.

Hint: Adding type annotations and supplying implicit arguments to functions can give Lean more information for typeclass resolution. For example, if you have a variable `x` that you intend to be a `Nat`, but Lean reports it as having an unresolved type like `?m`, replacing `x` with `(x : Nat)` can get typeclass resolution un-stuck.
Main.lean:26:55: error: unsolved goals
n : Type u_1
inst✝ : Fintype n
S : Matrix n n ℝ
hS : S.IsSymm
h0 : ∀ (x : n → ℝ), 0 ≤ x ⬝ᵥ S *ᵥ x
v : n → ℝ
hv : v ⬝ᵥ S *ᵥ v = 0
hc : 0 ≤ S *ᵥ v ⬝ᵥ S *ᵥ S *ᵥ v
t : ℝ
ht : S *ᵥ v ⬝ᵥ S *ᵥ v = t * (S *ᵥ v ⬝ᵥ S *ᵥ S *ᵥ v + 1)
h : 0 ≤ 0 - 2 * t * (t * (S *ᵥ v ⬝ᵥ S *ᵥ S *ᵥ v + 1)) + t ^ 2 * S *ᵥ v ⬝ᵥ S *ᵥ S *ᵥ v
h2 : t ^ 2 ≤ 0
h3 : t = 0
⊢ S *ᵥ v = 0
```

Fix (accepted with no message):

```diff
@@ -33,6 +33,5 @@
   rw [form_displaced hS, hv, ← symm_move hS (S *ᵥ v) v, ht] at h
   have h2 : t ^ 2 ≤ 0 := by nlinarith [mul_nonneg (sq_nonneg t) hc]
-  have h3 : t = 0 := by nlinarith [sq_nonneg t, pow_eq_zero_iff (two_ne_zero) |>.mp
-    (le_antisymm h2 (sq_nonneg t))]
+  have h3 : t = 0 := (pow_eq_zero_iff two_ne_zero).mp (le_antisymm h2 (sq_nonneg t))
   rw [h3, zero_mul] at ht
   exact dotProduct_self_eq_zero.mp ht
```

What went wrong. The first error is one of layout. In a tactic block, an argument carried over to a new line must start further right than the column where the tactic starts. Here the block after `by` starts at `nlinarith`, far to the right, while `(le_antisymm …)` starts near the left margin. Lean therefore does not take it as the argument of `.mp`, and expects `]` instead.

The other two messages follow from this. Without its argument, `pow_eq_zero_iff` has nothing to tell it which type it is about, so the `IsReduced` instance is stuck. The proof is also cut off at the parse error, so the closing `rw` and `exact` are never run and the goal `S *ᵥ v = 0` is left open.

The repair puts the argument on the same line as `.mp`, which cures all three. It also drops `nlinarith`, which is not needed, since the term already proves `t = 0`. Writing parentheses in place of `|>.` is mere tidying.
